# A sliding Frenkel–Kontorova ring has one periodic zero mode; positive substrate curvature gives a gap

A chain of atoms lies on a corrugated substrate and closes into a ring. In some states it can be pushed along through a continuous family of equilibria; in others each atom sits in a well. What does a small displacement cost in energy in each case?

In Lean 4 with Mathlib:

```lean
import Mathlib

open Real Finset

namespace FrenkelKontorovaRing

noncomputable section
```

## The ring and its Hessian

Particle $n$ has position $u_n$, with $u_{n+N}=u_n+L$. Springs have unit stiffness, and $V$ is the substrate potential, which on a closed ring repeats after the length $L$. Configurations are functions `ℤ → ℝ`, and `range N` selects the turn $n=0,\dots,N-1$. The energy is

$$E=\sum_{n=0}^{N-1}\left[\tfrac12(u_{n+1}-u_n)^2+V(u_n)\right].$$

```lean
/-- Energy of one turn of the ring: harmonic springs plus the substrate potential `V`. -/
def energy (N : ℕ) (V : ℝ → ℝ) (u : ℤ → ℝ) : ℝ :=
  ∑ n ∈ range N, ((u ((n : ℤ) + 1) - u n) ^ 2 / 2 + V (u n))
```

The gradient $G_n$ is written out explicitly; part (b) checks it against $E$.

```lean
/-- Energy gradient at site `n`: substrate term minus the net spring force. -/
def energyGrad (V : ℝ → ℝ) (u : ℤ → ℝ) (n : ℤ) : ℝ :=
  deriv V (u n) - (u (n + 1) + u (n - 1) - 2 * u n)
```

The Hessian $H$ acts on a displacement $v$ and is checked in part (c).

```lean
/-- The Hessian at the configuration `u`, acting on a displacement `v`. -/
def hessian (V : ℝ → ℝ) (u v : ℤ → ℝ) (n : ℤ) : ℝ :=
  2 * v n - v (n + 1) - v (n - 1) + deriv (deriv V) (u n) * v n
```

The scalar product is $v\cdot w=\sum_{n=0}^{N-1}v_nw_n$. At an equilibrium, a small $N$-periodic displacement $v$ costs the energy $\tfrac12\,v\cdot Hv$ to second order.

```lean
/-- Scalar product of two displacements over one turn of the ring. -/
def cellDot (N : ℕ) (v w : ℤ → ℝ) : ℝ := ∑ n ∈ range N, v n * w n
```

A sliding family is a curve of equilibria $u_n(s)$ with velocities $p_n=du_n/ds>0$: every atom keeps moving forward, without stops or jumps. This is a hypothesis on the ring and its $C^2$ potential, and many potentials do not satisfy it. With one or two particles, a nonconstant cosine potential never does. The textbook sliding state, an infinite incommensurate chain in a weak cosine potential, is not a finite ring and is not treated here.

```lean
/-- A family of equilibria `u s` of the ring in a twice continuously differentiable
potential, in which every particle moves forward with velocity `p s n > 0`. -/
structure SlidingFamily (N : ℕ) (L : ℝ) (V : ℝ → ℝ) (u p : ℝ → ℤ → ℝ) : Prop where
  smooth : ContDiff ℝ 2 V
  winding : ∀ s n, u s (n + N) = u s n + L
  equilibrium : ∀ s n, energyGrad V (u s) n = 0
  velocity : ∀ s n, HasDerivAt (fun r => u r n) (p s n) s
  forward : ∀ s n, 0 < p s n
```

## (a) Summation by parts

**Task.** Let $a_n=b_n+\varphi_{n+1}-\varphi_n$ with $\varphi_{n+N}=\varphi_n$. Show that

$$\sum_{n=0}^{N-1}a_n=\sum_{n=0}^{N-1}b_n.$$

**Solution.** The differences telescope to $\varphi_N-\varphi_0=0$. In the code the flux $\varphi$ is `g`; induction on the number of terms does the telescoping.

```lean
/-- Summation by parts on the ring: densities that differ by the difference of a
periodic flux have the same sum over one turn. -/
theorem sum_eq_of_flux {N : ℕ} {a b g : ℤ → ℝ} (hg : ∀ n, g (n + N) = g n)
    (h : ∀ n, a n = b n + (g (n + 1) - g n)) :
    ∑ n ∈ range N, a n = ∑ n ∈ range N, b n := by
  have key : ∀ M : ℕ, ∑ n ∈ range M, a n = ∑ n ∈ range M, b n + (g M - g 0) := by
    intro M
    induction M with
    | zero => simp
    | succ M ih =>
      rw [sum_range_succ, sum_range_succ, ih, h]
      push_cast
      ring
  have h0 := hg 0
  rw [zero_add] at h0
  rw [key N, h0]
  ring
```

## (b) The gradient belongs to the energy

**Task.** For differentiable $V$ and a configuration moving with periodic velocities $p_n$, show that

$$\frac{dE}{ds}=\sum_{n=0}^{N-1}p_nG_n.$$

**Solution.** The chain rule gives

$$\frac{dE}{ds}=\sum_{n=0}^{N-1}\left[(u_{n+1}-u_n)(p_{n+1}-p_n)+V'(u_n)p_n\right].$$

Each summand equals $p_nG_n+\varphi_{n+1}-\varphi_n$ with $\varphi_n=(u_n-u_{n-1})p_n$. This flux is periodic because $L$ cancels in the difference, so (a) applies. The code follows the same two stages: `h` is the chain rule, and `sum_eq_of_flux` moves the difference.

```lean
/-- For a differentiable potential, the energy of a moving ring changes at the rate
velocity times gradient, if the velocities are periodic. -/
theorem energy_hasDerivAt {N : ℕ} {L s : ℝ} {V : ℝ → ℝ} {u : ℝ → ℤ → ℝ} {p : ℤ → ℝ}
    (hV : Differentiable ℝ V) (hu : ∀ n, u s (n + N) = u s n + L)
    (hp : ∀ n, p (n + N) = p n) (hd : ∀ n, HasDerivAt (fun r => u r n) (p n) s) :
    HasDerivAt (fun r => energy N V (u r)) (cellDot N p (energyGrad V (u s))) s := by
  have h : HasDerivAt (fun r => energy N V (u r))
      (∑ n ∈ range N, ((u s ((n : ℤ) + 1) - u s n) * (p ((n : ℤ) + 1) - p n)
        + deriv V (u s n) * p n)) s := by
    simp only [energy, pow_two]
    apply HasDerivAt.fun_sum
    intro n _
    have hb : HasDerivAt (fun r => V (u r n)) (deriv V (u s n) * p n) s :=
      (hV (u s n)).hasDerivAt.comp_of_eq s (hd n) rfl
    have hs := (hd ((n : ℤ) + 1)).fun_sub (hd n)
    exact (((hs.fun_mul hs).div_const 2).fun_add hb).congr_deriv (by ring)
  refine h.congr_deriv ?_
  -- move the difference from the velocities to the spring forces
  refine sum_eq_of_flux
    (a := fun n => (u s (n + 1) - u s n) * (p (n + 1) - p n) + deriv V (u s n) * p n)
    (b := fun n => p n * energyGrad V (u s) n)
    (g := fun n => (u s n - u s (n - 1)) * p n) ?_ ?_
  · intro n
    simp only [show n + (N : ℤ) - 1 = n - 1 + N by ring, hu, hp]
    ring
  · intro n
    simp only [energyGrad, add_sub_cancel_right]
    ring
```

## (c) The Hessian belongs to the gradient

**Task.** For $V\in C^2$, show that $dG_n/ds=(Hp)_n$.

**Solution.** Differentiate $G_n=V'(u_n)-u_{n+1}-u_{n-1}+2u_n$:

$$\frac{dG_n}{ds}=V''(u_n)p_n-p_{n+1}-p_{n-1}+2p_n=(Hp)_n.$$

In the code, `hc` is the substrate term. Periodicity plays no role here.

```lean
/-- For a twice continuously differentiable potential, the gradient along a moving
configuration changes at the rate given by the Hessian applied to the velocities. -/
theorem energyGrad_hasDerivAt {s : ℝ} {V : ℝ → ℝ} {u : ℝ → ℤ → ℝ} {p : ℤ → ℝ}
    (hV : ContDiff ℝ 2 V) (hd : ∀ n, HasDerivAt (fun r => u r n) (p n) s) (n : ℤ) :
    HasDerivAt (fun r => energyGrad V (u r) n) (hessian V (u s) p n) s := by
  rw [← one_add_one_eq_two, contDiff_succ_iff_deriv] at hV
  have hV' : Differentiable ℝ (deriv V) := hV.2.2.differentiable (by norm_num)
  have hc : HasDerivAt (fun r => deriv V (u r n)) (deriv (deriv V) (u s n) * p n) s :=
    (hV' (u s n)).hasDerivAt.comp_of_eq s (hd n) rfl
  unfold energyGrad
  exact (hc.fun_sub (((hd (n + 1)).fun_add (hd (n - 1))).fun_sub
    ((hd n).const_mul 2))).congr_deriv (by unfold hessian; ring)
```

## (d) Sliding costs nothing to second order

**Task.** For a sliding family, show that

$$p_{n+N}=p_n,\qquad (Hp)_n=0.$$

**Solution.** Differentiate $u_{n+N}(s)=u_n(s)+L$ for the first equation. For the second, differentiate $G_n=0$ and use (c). Each half of the proof computes one derivative in two ways and equates the results by `a.unique`. The zero mode $p$ is called the phason.

```lean
/-- The velocities of a sliding family are periodic and the Hessian annihilates them. -/
theorem phason_zero_mode {N : ℕ} {L : ℝ} {V : ℝ → ℝ} {u p : ℝ → ℤ → ℝ}
    (h : SlidingFamily N L V u p) (s : ℝ) (n : ℤ) :
    p s (n + N) = p s n ∧ hessian V (u s) (p s) n = 0 := by
  constructor
  · have a := h.velocity s (n + N)
    rw [show (fun r => u r (n + N)) = fun r => u r n + L from
      funext fun r => h.winding r n] at a
    exact a.unique ((h.velocity s n).add_const L)
  · have a := energyGrad_hasDerivAt h.smooth (h.velocity s) n
    rw [show (fun r => energyGrad V (u r) n) = fun _ => (0 : ℝ) from
      funext fun r => h.equilibrium r n] at a
    exact a.unique (hasDerivAt_const s (0 : ℝ))
```

## (e) The Hessian form as a sum of squares

**Task.** For a sliding family and every $N$-periodic $v$, show that

$$v\cdot Hv=\sum_{n=0}^{N-1}p_np_{n+1}\left(\frac{v_n}{p_n}-\frac{v_{n+1}}{p_{n+1}}\right)^2.$$

**Solution.** From $(Hp)_n=0$,

$$V''(u_n)=\frac{p_{n+1}+p_{n-1}-2p_n}{p_n},$$

which is `hD` in the code. Hence

$$v_n(Hv)_n=\frac{p_{n+1}+p_{n-1}}{p_n}v_n^2-v_nv_{n+1}-v_nv_{n-1}.$$

The $n$th term on the right of the target expands to

$$\frac{p_{n+1}}{p_n}v_n^2-2v_nv_{n+1}+\frac{p_n}{p_{n+1}}v_{n+1}^2.$$

The two differ by $\varphi_{n+1}-\varphi_n$ with $\varphi_n=v_nv_{n-1}-p_{n-1}v_n^2/p_n$, which is periodic. Part (a) finishes the argument; `field_simp` and `ring` verify the algebra.

```lean
/-- In a sliding family, the Hessian form of a periodic displacement is a sum of squares
of the differences of `v n / p n` between neighbours, with positive weights. -/
theorem phason_form {N : ℕ} {L : ℝ} {V : ℝ → ℝ} {u p : ℝ → ℤ → ℝ}
    (h : SlidingFamily N L V u p) (s : ℝ) {v : ℤ → ℝ} (hv : ∀ n, v (n + N) = v n) :
    cellDot N v (hessian V (u s) v) = ∑ n ∈ range N,
      p s n * p s ((n : ℤ) + 1) * (v n / p s n - v ((n : ℤ) + 1) / p s ((n : ℤ) + 1)) ^ 2 := by
  refine sum_eq_of_flux (a := fun n => v n * hessian V (u s) v n)
    (b := fun n => p s n * p s (n + 1) * (v n / p s n - v (n + 1) / p s (n + 1)) ^ 2)
    (g := fun n => v n * v (n - 1) - p s (n - 1) * v n ^ 2 / p s n) ?_ ?_
  · intro n
    simp only [show n + (N : ℤ) - 1 = n - 1 + N by ring, hv, (phason_zero_mode h s _).1]
  · intro n
    have h0 := (h.forward s n).ne'
    have h1 := (h.forward s (n + 1)).ne'
    -- the zero mode determines the substrate curvature
    have hD : deriv (deriv V) (u s n) = (p s (n + 1) + p s (n - 1) - 2 * p s n) / p s n := by
      have hz := (phason_zero_mode h s n).2
      unfold hessian at hz
      rw [eq_div_iff h0]
      linarith
    simp only [hessian, add_sub_cancel_right, hD]
    field_simp
    ring
```

## (f) The phason is the only periodic zero mode

**Task.** For $N>0$ and $N$-periodic $v$ in a sliding family, show that

$$v\cdot Hv=0\iff v_n=c\,p_n\text{ for some }c\text{ and all }n.$$

**Solution.** If $v=cp$, every square in (e) vanishes. Conversely, the weights are positive, so a zero sum forces $v_n/p_n=v_{n+1}/p_{n+1}$ for $0\le n<N$. Periodicity extends this to all integers (`step`, through the remainder `n % N`), and induction in both directions gives $v_n/p_n=v_0/p_0$ (`hc`).

By (e), the Hessian has no negative eigenvalue on periodic displacements, so at a sliding state it has exactly one zero eigenvalue there and any others are positive. A zero eigenvalue found after relaxing this finite classical ring to such a state is therefore not by itself a sign of poor convergence. Displacements with a Bloch phase across the seam are excluded by the periodicity of $v$.

```lean
/-- In a sliding family of a ring with at least one particle, the Hessian form of a periodic
displacement vanishes exactly when the displacement is a multiple of the velocities. -/
theorem phason_unique {N : ℕ} {L : ℝ} {V : ℝ → ℝ} {u p : ℝ → ℤ → ℝ} (hN : 0 < N)
    (h : SlidingFamily N L V u p) (s : ℝ) {v : ℤ → ℝ} (hv : ∀ n, v (n + N) = v n) :
    cellDot N v (hessian V (u s) v) = 0 ↔ ∃ c, ∀ n, v n = c * p s n := by
  have hp := h.forward s
  rw [phason_form h s hv]
  constructor
  · intro h0
    rw [sum_eq_zero_iff_of_nonneg (fun n _ =>
      mul_nonneg (mul_pos (hp _) (hp _)).le (sq_nonneg _))] at h0
    have hper : Function.Periodic
        (fun n : ℤ => v n / p s n - v (n + 1) / p s (n + 1)) (N : ℤ) := by
      intro n
      simp only [show n + (N : ℤ) + 1 = n + 1 + N by ring, hv, (phason_zero_mode h s _).1]
    have hN' : (0 : ℤ) < N := by exact_mod_cast hN
    -- neighbours agree within one turn, hence everywhere
    have step : ∀ n : ℤ, v n / p s n - v (n + 1) / p s (n + 1) = 0 := by
      intro n
      have e := hper.zsmul (n / N) (n % N)
      rw [smul_eq_mul, show n % (N : ℤ) + n / N * N = n by rw [Int.emod_def]; ring] at e
      obtain ⟨k, hk⟩ := Int.eq_ofNat_of_zero_le (Int.emod_nonneg n hN'.ne')
      have hlt := Int.emod_lt_of_pos n hN'
      rw [hk] at e hlt
      have hz := h0 k (mem_range.2 (by exact_mod_cast hlt))
      exact e.trans (pow_eq_zero_iff two_ne_zero |>.1
        ((mul_eq_zero.1 hz).resolve_left (mul_pos (hp _) (hp _)).ne'))
    have hc : ∀ n : ℤ, v n / p s n = v 0 / p s 0 := by
      intro n
      refine Int.induction_on n rfl ?_ ?_
      · intro i ih
        linarith [step i]
      · intro i ih
        have e := step (-(i : ℤ) - 1)
        rw [sub_add_cancel] at e
        linarith
    exact ⟨v 0 / p s 0, fun n => (div_eq_iff (hp n).ne').1 (hc n)⟩
  · rintro ⟨c, hc⟩
    refine sum_eq_zero fun n _ => ?_
    rw [hc, hc, mul_div_cancel_right₀ _ (hp _).ne', mul_div_cancel_right₀ _ (hp _).ne']
    ring
```

## (g) The pinned ring

**Task.** Drop the sliding family. If $V''(u_n)\ge g$ at every site and $v$ is $N$-periodic, show that

$$v\cdot Hv\ge g\,v\cdot v.$$

**Solution.** Part (a) with $\varphi_n=v_nv_{n-1}-v_n^2$ gives

$$v\cdot Hv=\sum_{n=0}^{N-1}\left[(v_{n+1}-v_n)^2+V''(u_n)v_n^2\right].$$

This is `e` in the code, where `g` is now the curvature bound, except in the argument `(g := …)` that passes the flux to part (a). Discard the first square and bound the curvature. The bound is a gap when $g>0$; every atom then sits where the substrate has positive curvature. This condition is sufficient, not necessary: the springs can also stabilise a ring in which one atom sits at slightly negative curvature. The configuration need not be an equilibrium; the physical reading takes $V$ to be twice differentiable.

```lean
/-- If the substrate curvature is at least `g` at every particle, the Hessian form of a
periodic displacement is at least `g` times its squared norm. -/
theorem pinned_gap {N : ℕ} {g : ℝ} {V : ℝ → ℝ} {u v : ℤ → ℝ}
    (hv : ∀ n, v (n + N) = v n) (hg : ∀ n, g ≤ deriv (deriv V) (u n)) :
    g * cellDot N v v ≤ cellDot N v (hessian V u v) := by
  have e : cellDot N v (hessian V u v) = ∑ n ∈ range N,
      ((v ((n : ℤ) + 1) - v n) ^ 2 + deriv (deriv V) (u n) * v n ^ 2) := by
    refine sum_eq_of_flux (a := fun n => v n * hessian V u v n)
      (b := fun n => (v (n + 1) - v n) ^ 2 + deriv (deriv V) (u n) * v n ^ 2)
      (g := fun n => v n * v (n - 1) - v n ^ 2) ?_ ?_
    · intro n
      simp only [show n + (N : ℤ) - 1 = n - 1 + N by ring, hv]
    · intro n
      simp only [hessian, add_sub_cancel_right]
      ring
  rw [e, cellDot, mul_sum]
  refine sum_le_sum fun n _ => ?_
  nlinarith [sq_nonneg (v ((n : ℤ) + 1) - v n),
    mul_nonneg (sub_nonneg.2 (hg n)) (sq_nonneg (v n))]
```

## A two-particle ring that slides

A corrugated example uses the angle $\theta(x)=\arctan\dfrac{\sin x}{2-\cos x}$, called `lag`.

```lean
/-- The angle `arctan (sin x / (2 - cos x))`. -/
def lag (x : ℝ) : ℝ := arctan (sin x / (2 - cos x))
```

The potential has slope $V'=4\theta$.

```lean
/-- The substrate potential obtained by integrating `4 * lag` from zero. -/
def slidingPotential (x : ℝ) : ℝ := ∫ y in (0 : ℝ)..x, 4 * lag y
```

Even sites sit at $u_n=s+n\pi$, odd sites at $u_n=s+n\pi+2\theta(s)$.

```lean
/-- Positions in a ring of two particles: odd sites are shifted by `2 * lag s`. -/
def slidingPosition (s : ℝ) (n : ℤ) : ℝ := s + n * π + if Even n then 0 else 2 * lag s
```

The proposed velocities are as follows.

```lean
/-- Velocities in the ring of two particles. -/
def slidingVelocity (s : ℝ) (n : ℤ) : ℝ := if Even n then 1 else 3 / (5 - 4 * cos s)
```

## (h) A reflection identity

**Task.** Show that $\theta(x+\pi+2\theta(x))=-\theta(x)$.

**Solution.** Write $\theta=\theta(x)$. Its definition gives $\sin(x+\theta)=2\sin\theta$. Since $\sin(x+\theta)=\sin(x+2\theta)\cos\theta-\cos(x+2\theta)\sin\theta$, it follows that

$$\frac{\sin(x+2\theta)}{2+\cos(x+2\theta)}=\tan\theta.$$

With $y=x+\pi+2\theta$, this says $\sin y/(2-\cos y)=-\tan\theta$. Take the arctangent. The code proves the same relation between tangents as `e`.

```lean
/-- Advancing `x` by `π + 2 * lag x` reverses the sign of the angle `lag`. -/
theorem lag_shift (x : ℝ) : lag (x + π + 2 * lag x) = -lag x := by
  have hd : 2 - cos x ≠ 0 := by linarith [cos_le_one x]
  have hy : 2 - cos (x + π + 2 * lag x) ≠ 0 := by linarith [cos_le_one (x + π + 2 * lag x)]
  have hc : cos (lag x) ≠ 0 := (cos_arctan_pos _).ne'
  have ht : sin (lag x) / cos (lag x) = sin x / (2 - cos x) := by
    rw [← tan_eq_sin_div_cos]
    exact tan_arctan _
  have hk := (div_eq_div_iff hc hd).1 ht
  have e : sin (x + π + 2 * lag x) / (2 - cos (x + π + 2 * lag x))
      = -(sin x / (2 - cos x)) := by
    rw [← ht, ← neg_div, div_eq_div_iff hy hc,
      show x + π + 2 * lag x = x + 2 * lag x + π by ring, sin_add_pi, cos_add_pi,
      sin_add, cos_add, sin_two_mul, cos_two_mul]
    linear_combination hk - 2 * sin x * cos (lag x) * sin_sq_add_cos_sq (lag x)
  calc lag (x + π + 2 * lag x) = arctan (-(sin x / (2 - cos x))) := congrArg arctan e
    _ = -lag x := arctan_neg _
```

## (i) The example satisfies every condition

**Task.** Show that these data form a sliding family with $N=2$, $L=2\pi$; in particular, that

$$V'(u_n)=u_{n+1}+u_{n-1}-2u_n.$$

**Solution.** Since $\theta$ is smooth, $V$ is $C^2$. Shifting $n$ by 2 preserves parity and adds $2\pi$. For even $n$, both sides of the force balance equal $4\theta(s)$. For odd $n$, the right side is $-4\theta(s)$, and (h) with $2\pi$-periodicity gives the same on the left. Even sites have velocity 1. For odd sites, $\theta'(s)=(2\cos s-1)/(5-4\cos s)$, so

$$p_n=1+2\theta'(s)=\frac{3}{5-4\cos s}>0.$$

The code proves the derivative as `hder` and splits the force balance by parity.

```lean
/-- The two-particle ring with winding length `2π` in `slidingPotential` is a sliding family. -/
theorem slidingFamily_witness :
    SlidingFamily 2 (2 * π) slidingPotential slidingPosition slidingVelocity := by
  have h2 : ∀ x, 2 - cos x ≠ 0 := fun x => by linarith [cos_le_one x]
  have h5 : ∀ x, 0 < 5 - 4 * cos x := fun x => by linarith [cos_le_one x]
  have hlag : ContDiff ℝ 1 lag :=
    contDiff_arctan.comp (contDiff_sin.div (contDiff_const.sub contDiff_cos) h2)
  have hF : ContDiff ℝ 1 (fun x => 4 * lag x) := contDiff_const.mul hlag
  have hI : ∀ x, HasDerivAt slidingPotential (4 * lag x) x := fun x =>
    (hF.continuous.integral_hasStrictDerivAt 0 x).hasDerivAt
  have hV : deriv slidingPotential = fun x => 4 * lag x := funext fun x => (hI x).deriv
  have hper : ∀ (x : ℝ) (k : ℤ), lag (x + k * (2 * π)) = lag x := fun x k => by
    simp only [lag, sin_add_int_mul_two_pi, cos_add_int_mul_two_pi]
  have hder : ∀ x, HasDerivAt lag ((2 * cos x - 1) / (5 - 4 * cos x)) x := by
    intro x
    have hd := h2 x
    have h5' := (h5 x).ne'
    have e1 : 1 + (sin x / (2 - cos x)) ^ 2 = (5 - 4 * cos x) / (2 - cos x) ^ 2 := by
      rw [eq_div_iff (pow_ne_zero 2 hd), add_mul, div_pow,
        div_mul_cancel₀ _ (pow_ne_zero 2 hd)]
      linear_combination sin_sq_add_cos_sq x
    have e2 : cos x * (2 - cos x) - sin x * (-(-sin x)) = 2 * cos x - 1 := by
      linear_combination -sin_sq_add_cos_sq x
    refine (((hasDerivAt_sin x).fun_div ((hasDerivAt_cos x).const_sub 2) hd).arctan).congr_deriv ?_
    rw [e1, e2]
    field_simp
  refine ⟨?_, ?_, ?_, ?_, ?_⟩
  · rw [← one_add_one_eq_two, contDiff_succ_iff_deriv, hV]
    exact ⟨fun x => (hI x).differentiableAt, by simp, hF⟩
  · intro s n
    have hn : Even (n + 2) ↔ Even n := by rw [Int.even_iff, Int.even_iff]; omega
    simp only [slidingPosition, Nat.cast_ofNat, hn]
    push_cast
    ring
  · intro s n
    obtain ⟨k, rfl | rfl⟩ := Int.even_or_odd' n
    · have a : Even (2 * k) := by rw [Int.even_iff]; omega
      have b : ¬ Even (2 * k + 1) := by rw [Int.even_iff]; omega
      have c : ¬ Even (2 * k - 1) := by rw [Int.even_iff]; omega
      have hl : lag (s + ((2 * k : ℤ) : ℝ) * π + 0) = lag s := by
        rw [← hper s k]
        congr 1
        push_cast
        ring
      simp only [energyGrad, hV, slidingPosition, if_pos a, if_neg b, if_neg c]
      rw [hl]
      push_cast
      ring
    · have a : ¬ Even (2 * k + 1) := by rw [Int.even_iff]; omega
      have b : Even (2 * k + 1 + 1) := by rw [Int.even_iff]; omega
      have c : Even (2 * k + 1 - 1) := by rw [Int.even_iff]; omega
      have hl : lag (s + ((2 * k + 1 : ℤ) : ℝ) * π + 2 * lag s) = -lag s := by
        rw [← lag_shift s, ← hper (s + π + 2 * lag s) k]
        congr 1
        push_cast
        ring
      simp only [energyGrad, hV, slidingPosition, if_neg a, if_pos b, if_pos c]
      rw [hl]
      push_cast
      ring
  · intro s n
    by_cases hn : Even n
    · simp only [slidingPosition, slidingVelocity, if_pos hn]
      exact ((hasDerivAt_id' s).add_const _).add_const _
    · simp only [slidingPosition, slidingVelocity, if_neg hn]
      have h5' := (h5 s).ne'
      refine (((hasDerivAt_id' s).add_const _).fun_add ((hder s).const_mul 2)).congr_deriv ?_
      rw [eq_div_iff h5', add_mul, mul_assoc, div_mul_cancel₀ _ h5']
      ring
  · intro s n
    unfold slidingVelocity
    split_ifs
    · exact one_pos
    · exact div_pos (by norm_num) (h5 s)

end

end FrenkelKontorovaRing
```

```lean
#print axioms FrenkelKontorovaRing.energy_hasDerivAt
#print axioms FrenkelKontorovaRing.phason_zero_mode
#print axioms FrenkelKontorovaRing.phason_unique
#print axioms FrenkelKontorovaRing.pinned_gap
```

```
'FrenkelKontorovaRing.energy_hasDerivAt' depends on axioms: [propext, Classical.choice, Quot.sound]
'FrenkelKontorovaRing.phason_zero_mode' depends on axioms: [propext, Classical.choice, Quot.sound]
'FrenkelKontorovaRing.phason_unique' depends on axioms: [propext, Classical.choice, Quot.sound]
'FrenkelKontorovaRing.pinned_gap' depends on axioms: [propext, Classical.choice, Quot.sound]
```
